# For a fixed HFB matrix $H$, filling the levels $-E_k\le 0$ minimises $\mathrm{tr}(HR)$ over $0\le R\le 1$

A Hartree–Fock–Bogoliubov (HFB) code that fills the wrong member of a quasiparticle pair still gets a projector that commutes with its Hamiltonian matrix. The commutator residual is zero, yet for a positive quasiparticle energy the state is an excited state of that fixed mean-field Hamiltonian. An energy bound tells the two cases apart.

## The bound and its use in a code

Let $W$ be a unitary $2n\times2n$ matrix, $E_k\ge0$ the quasiparticle energies, and

$$H=W\,\mathrm{diag}(E,-E)\,W^\dagger,\qquad R=W\,\mathrm{diag}(0,1)\,W^\dagger .$$

Call $R'$ admissible if $R'$ and $1-R'$ are positive semidefinite, so that all occupations lie between 0 and 1. Then $R$ is an admissible projector, $HR=RH$, and

$$\mathrm{tr}(HR)=-\sum_k E_k\le \mathrm{Re}\,\mathrm{tr}(HR')\quad\text{for every admissible }R'.$$

Here the energy of $R'$ means $\mathrm{Re}\,\mathrm{tr}(HR')$. In the fully doubled basis the expectation value of the fixed quadratic mean-field Hamiltonian (not the self-consistent HFB total energy) is half of this trace plus a constant, so exciting one quasiparticle of energy $E_k$ raises the trace by $2E_k$. A code relies on the bound when it diagonalises $H$ and builds the density from the negative-energy columns. For a computed density $R'$ and $H$ held fixed, $\mathrm{Re}\,\mathrm{tr}(HR')+\sum_k E_k$ is a cheap check: beyond rounding error, a positive value shows that $R'$ does not minimise the energy, as happens with misfilled levels, and a negative one that $R'$ is inadmissible.

## Derivation in the quasiparticle basis

Write $D=\mathrm{diag}(E,-E)$ and $N=\mathrm{diag}(0,1)$. Since $W^\dagger W=1$, real diagonal matrices $a,b$ satisfy

$$(WaW^\dagger)(WbW^\dagger)=W\,ab\,W^\dagger .$$

Hence $HR=RH$, $R^2=R$ and $\mathrm{tr}(HR)=\mathrm{tr}(DN)=-\sum_k E_k$. Both $R=WNW^\dagger$ and $1-R=W(1-N)W^\dagger$ are positive semidefinite.

For another admissible $R'$, set $P=W^\dagger R'W$, and let $k$ and $\bar k$ label the levels at $+E_k$ and $-E_k$. Cyclicity gives $\mathrm{tr}(HR')=\mathrm{tr}(DP)$, so

$$\mathrm{Re}\,\mathrm{tr}(HR')+\sum_k E_k=\sum_k E_k\,\bigl[P_{kk}+(1-P_{\bar k\bar k})\bigr].$$

$P$ and $1-P=W^\dagger(1-R')W$ are positive semidefinite, so their diagonals are non-negative, and so is every term.

If all $E_k>0$, equality forces $P_{kk}=0$ and $P_{\bar k\bar k}=1$. For positive semidefinite $A$, $A_{ii}=\|A^{1/2}e_i\|^2=0$ implies $Ae_i=0$. Applied to columns $k$ of $P$ and $\bar k$ of $1-P$, this gives $P=N$, hence $R'=R$.

If some $E_k=0$, filling level $k$ as well adds $w_kw_k^\dagger\neq0$ to $R$, where $w_k$ is column $k$ of $W$, at no cost in energy. The minimiser is then not unique.

## One pairing block in numbers

Take the block for $(c_\uparrow,c_\downarrow^\dagger)$ with level energy $-7$, measured from the chemical potential, and gap $24$:

$$H=\begin{pmatrix}-7&24\\24&7\end{pmatrix},\quad E=25,\quad R=\frac1{25}\begin{pmatrix}16&-12\\-12&9\end{pmatrix}.$$

Here $\mathrm{tr}(HR)=(-112-576+63)/25=-25$. The unpaired filled level $R'=\mathrm{diag}(1,0)$ gives $-7$. Its excess of $18$ equals $25\,(9/25+9/25)$, as the mode formula requires. This block is not the fully doubled basis, so the mean-field energies differ by the whole $18$, not by half of it.

Without the condition that $1-R'$ be positive semidefinite the bound fails: $R'=2R$ is positive semidefinite and gives $-50$.

## The Lean file

```lean
import Mathlib

open Matrix
open scoped ComplexOrder

namespace HFBGeneralisedDensity

noncomputable section

variable {m n : Type*} [Fintype m] [DecidableEq m] [Fintype n] [DecidableEq n]

/-- The matrix `W diag(d) Wᴴ`, diagonal in the quasiparticle basis given by the columns of `W`. -/
def fromQuasi (W : Matrix m m ℂ) (d : m → ℝ) : Matrix m m ℂ :=
  W * diagonal (fun i => (d i : ℂ)) * Wᴴ

/-- The HFB Hamiltonian matrix `W diag(E, -E) Wᴴ`. -/
def hfbHamiltonian (W : Matrix (n ⊕ n) (n ⊕ n) ℂ) (E : n → ℝ) : Matrix (n ⊕ n) (n ⊕ n) ℂ :=
  fromQuasi W (Sum.elim E (fun k => -E k))

/-- The generalised density matrix `W diag(0, 1) Wᴴ`. -/
def hfbDensity (W : Matrix (n ⊕ n) (n ⊕ n) ℂ) : Matrix (n ⊕ n) (n ⊕ n) ℂ :=
  fromQuasi W (Sum.elim (fun _ => 0) (fun _ => 1))

/-- A matrix `R` is admissible if both `R` and `1 - R` are positive semidefinite. -/
def Admissible (R : Matrix m m ℂ) : Prop :=
  R.PosSemidef ∧ (1 - R).PosSemidef

/-- For unitary `W`, the product of `W diag(a) Wᴴ` and `W diag(b) Wᴴ` is `W diag(c) Wᴴ` with `c i =
a i * b i`. -/
theorem fromQuasi_mul {W : Matrix m m ℂ} (hW : W ∈ unitaryGroup m ℂ) (a b : m → ℝ) :
    fromQuasi W a * fromQuasi W b = fromQuasi W (fun i => a i * b i) := by
  have h : Wᴴ * W = 1 := mem_unitaryGroup_iff'.mp hW
  unfold fromQuasi
  calc W * diagonal (fun i => (a i : ℂ)) * Wᴴ * (W * diagonal (fun i => (b i : ℂ)) * Wᴴ)
      = W * diagonal (fun i => (a i : ℂ)) * (Wᴴ * W) * diagonal (fun i => (b i : ℂ)) * Wᴴ := by
        simp only [Matrix.mul_assoc]
    _ = W * (diagonal (fun i => (a i : ℂ)) * diagonal (fun i => (b i : ℂ))) * Wᴴ := by
        rw [h, Matrix.mul_one, Matrix.mul_assoc W]
    _ = _ := by
        rw [diagonal_mul_diagonal]
        simp only [Complex.ofReal_mul]

/-- Occupations between 0 and 1 in a quasiparticle basis give an admissible matrix. -/
theorem admissible_fromQuasi {W : Matrix m m ℂ} (hW : W ∈ unitaryGroup m ℂ) {f : m → ℝ}
    (h0 : ∀ i, 0 ≤ f i) (h1 : ∀ i, f i ≤ 1) : Admissible (fromQuasi W f) := by
  have hWW : W * Wᴴ = 1 := mem_unitaryGroup_iff.mp hW
  have psd : ∀ g : m → ℝ, (∀ i, 0 ≤ g i) → (fromQuasi W g).PosSemidef := fun g hg =>
    (posSemidef_diagonal_iff.mpr
      (fun i => Complex.zero_le_real.mpr (hg i))).mul_mul_conjTranspose_same W
  have hd : diagonal (fun i => ((1 - f i : ℝ) : ℂ)) = 1 - diagonal (fun i => (f i : ℂ)) := by
    ext i j
    by_cases h : i = j
    · subst h; simp
    · simp [h]
  -- the hole matrix is diagonal in the same basis
  have hc : 1 - fromQuasi W f = fromQuasi W (fun i => 1 - f i) := by
    unfold fromQuasi
    rw [hd, Matrix.mul_sub, Matrix.sub_mul, Matrix.mul_one, hWW]
  refine ⟨psd f h0, ?_⟩
  rw [hc]
  exact psd _ (fun i => sub_nonneg.mpr (h1 i))

/-- A unitary change to the quasiparticle basis preserves admissibility. -/
theorem Admissible.rotate {W R : Matrix m m ℂ} (hW : W ∈ unitaryGroup m ℂ)
    (hR : Admissible R) : Admissible (Wᴴ * R * W) := by
  have h : Wᴴ * W = 1 := mem_unitaryGroup_iff'.mp hW
  refine ⟨hR.1.conjTranspose_mul_mul_same W, ?_⟩
  have hc : 1 - Wᴴ * R * W = Wᴴ * (1 - R) * W := by
    rw [Matrix.mul_sub, Matrix.sub_mul, Matrix.mul_one, h]
  rw [hc]
  exact hR.2.conjTranspose_mul_mul_same W

/-- The real part of the trace of the HFB Hamiltonian matrix times `R`, plus `∑ E`, equals `∑ E k *
(p k + (1 - q k))`, where `p k` and `q k` are the real parts of the diagonal entries of `Wᴴ * R * W`
at `Sum.inl k` and `Sum.inr k`. -/
theorem excitation_energy (W R : Matrix (n ⊕ n) (n ⊕ n) ℂ) (E : n → ℝ) :
    (trace (hfbHamiltonian W E * R)).re + ∑ k, E k =
      ∑ k, E k * (((Wᴴ * R * W) (Sum.inl k) (Sum.inl k)).re +
        (1 - ((Wᴴ * R * W) (Sum.inr k) (Sum.inr k)).re)) := by
  have ht : ∀ d : n ⊕ n → ℝ, trace (fromQuasi W d * R) =
      ∑ i, (d i : ℂ) * (Wᴴ * R * W) i i := by
    intro d
    have hc : trace (fromQuasi W d * R) =
        trace (diagonal (fun i => (d i : ℂ)) * (Wᴴ * R * W)) := by
      have ha : fromQuasi W d * R = W * (diagonal (fun i => (d i : ℂ)) * Wᴴ * R) := by
        simp only [fromQuasi, Matrix.mul_assoc]
      rw [ha, Matrix.trace_mul_comm]
      simp only [Matrix.mul_assoc]
    rw [hc]
    simp only [Matrix.trace, Matrix.diag_apply, Matrix.diagonal_mul]
  unfold hfbHamiltonian
  rw [ht, Complex.re_sum, Fintype.sum_sum_type]
  simp only [Sum.elim_inl, Sum.elim_inr, Complex.re_ofReal_mul]
  rw [← Finset.sum_add_distrib, ← Finset.sum_add_distrib]
  exact Finset.sum_congr rfl (fun k _ => by ring)

/-- With occupations `a` of the positive and `b` of the negative levels, the trace with the
HFB Hamiltonian is `∑ E (a - b)`. -/
theorem trace_occupations {W : Matrix (n ⊕ n) (n ⊕ n) ℂ} (hW : W ∈ unitaryGroup (n ⊕ n) ℂ)
    (E a b : n → ℝ) : trace (hfbHamiltonian W E * fromQuasi W (Sum.elim a b)) =
      ((∑ k, E k * (a k - b k) : ℝ) : ℂ) := by
  have h : Wᴴ * W = 1 := mem_unitaryGroup_iff'.mp hW
  unfold hfbHamiltonian
  rw [fromQuasi_mul hW]
  unfold fromQuasi
  rw [Matrix.trace_mul_comm, ← Matrix.mul_assoc, h, Matrix.one_mul, Matrix.trace_diagonal,
    ← Complex.ofReal_sum, Fintype.sum_sum_type]
  simp only [Sum.elim_inl, Sum.elim_inr]
  rw [← Finset.sum_add_distrib]
  exact congrArg _ (Finset.sum_congr rfl (fun k _ => by ring))

/-- For unitary `W` and non-negative `E`, the generalised density matrix is an admissible projector
that commutes with the HFB Hamiltonian matrix. Its trace with that matrix is `-∑ E`, and no
admissible matrix gives a trace with a smaller real part. -/
theorem hfb_variational {W : Matrix (n ⊕ n) (n ⊕ n) ℂ} (hW : W ∈ unitaryGroup (n ⊕ n) ℂ)
    {E : n → ℝ} (hE : ∀ k, 0 ≤ E k) :
    Admissible (hfbDensity W) ∧ hfbDensity W * hfbDensity W = hfbDensity W ∧
    hfbHamiltonian W E * hfbDensity W = hfbDensity W * hfbHamiltonian W E ∧
    trace (hfbHamiltonian W E * hfbDensity W) = ((-∑ k, E k : ℝ) : ℂ) ∧
    ∀ R', Admissible R' → -∑ k, E k ≤ (trace (hfbHamiltonian W E * R')).re := by
  refine ⟨?_, ?_, ?_, ?_, ?_⟩
  · exact admissible_fromQuasi hW (by rintro (i | i) <;> simp) (by rintro (i | i) <;> simp)
  · unfold hfbDensity
    rw [fromQuasi_mul hW]
    congr 1
    funext i
    rcases i with i | i <;> simp
  · unfold hfbDensity hfbHamiltonian
    rw [fromQuasi_mul hW, fromQuasi_mul hW]
    congr 1
    funext i
    exact mul_comm _ _
  · unfold hfbDensity
    rw [trace_occupations hW]
    simp
  · intro R' hR
    have hP := hR.rotate hW
    -- every mode contributes a non-negative term to the trace above `-∑ E`
    have hs := excitation_energy W R' E
    have hn : 0 ≤ ∑ k, E k * (((Wᴴ * R' * W) (Sum.inl k) (Sum.inl k)).re +
        (1 - ((Wᴴ * R' * W) (Sum.inr k) (Sum.inr k)).re)) := by
      refine Finset.sum_nonneg (fun k _ => mul_nonneg (hE k) (add_nonneg ?_ ?_))
      · simpa using (Complex.le_def.mp (hP.1.diag_nonneg (i := Sum.inl k))).1
      · simpa using (Complex.le_def.mp (hP.2.diag_nonneg (i := Sum.inr k))).1
    linarith

/-- If a diagonal entry of a positive semidefinite matrix has zero real part, the whole column
through it vanishes. -/
theorem column_eq_zero {A : Matrix m m ℂ} (hA : A.PosSemidef) {i : m} (h : (A i i).re = 0)
    (j : m) : A j i = 0 := by
  have h0 : A i i = 0 :=
    Complex.ext h (Complex.le_def.mp (hA.diag_nonneg (i := i))).2.symm
  have hs : star (Pi.single i (1 : ℂ) : m → ℂ) = Pi.single i 1 := by
    ext l
    by_cases hl : l = i
    · subst hl; simp
    · simp [hl]
  have hz := (hA.dotProduct_mulVec_zero_iff (Pi.single i 1)).mp (by
    rw [hs]
    simp [h0])
  simpa using congrFun hz j

/-- If `W` is unitary and all quasiparticle energies are positive, the trace of the HFB Hamiltonian
matrix times an admissible matrix has real part `-∑ E` exactly when the admissible matrix is the
generalised density matrix. -/
theorem minimiser_unique {W : Matrix (n ⊕ n) (n ⊕ n) ℂ} (hW : W ∈ unitaryGroup (n ⊕ n) ℂ)
    {E : n → ℝ} (hE : ∀ k, 0 < E k) {R' : Matrix (n ⊕ n) (n ⊕ n) ℂ} (hR : Admissible R') :
    (trace (hfbHamiltonian W E * R')).re = -∑ k, E k ↔ R' = hfbDensity W := by
  constructor
  · intro he
    have hWW : W * Wᴴ = 1 := mem_unitaryGroup_iff.mp hW
    have hP := hR.rotate hW
    have hs := excitation_energy W R' E
    rw [he, neg_add_cancel] at hs
    have ha : ∀ k, 0 ≤ ((Wᴴ * R' * W) (Sum.inl k) (Sum.inl k)).re := fun k => by
      simpa using (Complex.le_def.mp (hP.1.diag_nonneg (i := Sum.inl k))).1
    have hb : ∀ k, 0 ≤ 1 - ((Wᴴ * R' * W) (Sum.inr k) (Sum.inr k)).re := fun k => by
      simpa using (Complex.le_def.mp (hP.2.diag_nonneg (i := Sum.inr k))).1
    -- each non-negative contribution must vanish separately
    have hz : ∀ k, ((Wᴴ * R' * W) (Sum.inl k) (Sum.inl k)).re +
        (1 - ((Wᴴ * R' * W) (Sum.inr k) (Sum.inr k)).re) = 0 := fun k =>
      (mul_eq_zero.mp ((Finset.sum_eq_zero_iff_of_nonneg (fun k _ =>
        mul_nonneg (hE k).le (add_nonneg (ha k) (hb k)))).mp hs.symm k
          (Finset.mem_univ k))).resolve_left (hE k).ne'
    have hD : Wᴴ * R' * W = diagonal (fun i =>
        ((Sum.elim (fun _ => 0) (fun _ => 1) : n ⊕ n → ℝ) i : ℂ)) := by
      ext i j
      rcases j with k | k
      · rw [column_eq_zero hP.1 (by linarith [ha k, hb k, hz k]) i]
        rcases i with l | l <;> simp [Matrix.diagonal_apply]
      · have hc := column_eq_zero hP.2 (i := Sum.inr k) (by
          rw [Matrix.sub_apply, Matrix.one_apply_eq, Complex.sub_re, Complex.one_re]
          linarith [ha k, hb k, hz k]) i
        rw [Matrix.sub_apply] at hc
        rw [← sub_eq_zero.mp hc]
        rcases i with l | l <;> simp [Matrix.diagonal_apply, Matrix.one_apply]
    calc R' = (W * Wᴴ) * R' * (W * Wᴴ) := by rw [hWW, Matrix.one_mul, Matrix.mul_one]
      _ = W * (Wᴴ * R' * W) * Wᴴ := by simp only [Matrix.mul_assoc]
      _ = hfbDensity W := by rw [hD]; rfl
  · intro h
    rw [h, (hfb_variational hW (fun k => (hE k).le)).2.2.2.1, Complex.ofReal_re]

/-- If `W` is unitary and `E k = 0`, also filling the level `Sum.inl k` gives an admissible matrix
that differs from the generalised density matrix and whose trace with the HFB Hamiltonian matrix is
again `-∑ E`. -/
theorem zero_mode_degeneracy {W : Matrix (n ⊕ n) (n ⊕ n) ℂ}
    (hW : W ∈ unitaryGroup (n ⊕ n) ℂ) {E : n → ℝ} {k : n} (hk : E k = 0) :
    Admissible (fromQuasi W (Sum.elim (fun j => if j = k then 1 else 0) (fun _ => 1))) ∧
    fromQuasi W (Sum.elim (fun j => if j = k then 1 else 0) (fun _ => 1)) ≠ hfbDensity W ∧
    trace (hfbHamiltonian W E *
      fromQuasi W (Sum.elim (fun j => if j = k then 1 else 0) (fun _ => 1))) =
        ((-∑ j, E j : ℝ) : ℂ) := by
  refine ⟨admissible_fromQuasi hW ?_ ?_, ?_, ?_⟩
  · rintro (j | j)
    · by_cases h : j = k <;> simp [h]
    · simp
  · rintro (j | j)
    · by_cases h : j = k <;> simp [h]
    · simp
  · intro h
    -- a test Hamiltonian with unit energies tells the two matrices apart
    have ht := congrArg (fun X => trace (hfbHamiltonian W (fun _ => 1) * X)) h
    simp only [hfbDensity] at ht
    rw [trace_occupations hW, trace_occupations hW] at ht
    have hr := Complex.ofReal_injective ht
    simp only [one_mul, Finset.sum_sub_distrib, Finset.sum_ite_eq', Finset.mem_univ,
      if_true, Finset.sum_const_zero] at hr
    linarith
  · rw [trace_occupations hW, ← Finset.sum_neg_distrib]
    refine congrArg _ (Finset.sum_congr rfl (fun j _ => ?_))
    by_cases h : j = k
    · subst h; simp [hk]
    · simp [h]

end

end HFBGeneralisedDensity
```

```lean
#print axioms HFBGeneralisedDensity.minimiser_unique
-- 'HFBGeneralisedDensity.minimiser_unique' depends on axioms: [propext, Classical.choice, Quot.sound]
#print axioms HFBGeneralisedDensity.zero_mode_degeneracy
-- 'HFBGeneralisedDensity.zero_mode_degeneracy' depends on axioms: [propext, Classical.choice, Quot.sound]
```

## What the theorems cover

The index type `n ⊕ n` is the Nambu space, with `Sum.inl k` for $k$ and `Sum.inr k` for $\bar k$. `fromQuasi W d` is $W\,\mathrm{diag}(d)\,W^\dagger$; `hfbHamiltonian` and `hfbDensity` are its two instances. Traces are complex numbers, so the bound uses `.re`. The theorems `admissible_fromQuasi` and `trace_occupations` also assume that `W` is unitary, which their docstrings leave out.

`hfb_variational` collects the statements about $R$ and the bound. `fromQuasi_mul` supplies commutation and idempotency, `trace_occupations` the energy, and `excitation_energy` the mode formula. `Admissible.rotate` carries positivity from $R'$ to $P$, and `Finset.sum_nonneg` then adds up the modes.

`minimiser_unique` proves the equality case for strictly positive energies, with `column_eq_zero` as the column argument. `zero_mode_degeneracy` gives the second minimiser; it separates the two matrices by their traces with a test Hamiltonian of unit energies.

The factorised form of $H$ is assumed: $W$ and $E$ stand for the output of an exact diagonalisation. Self-consistency, where $H$ depends on $R$, is not treated, nor is rounding error.

Particle–hole symmetry is not imposed on $W$ or $R'$. The bound therefore also holds for the smaller symmetric class. In the fully doubled basis, however, that symmetry fixes $\mathrm{tr}R=n$ (with $n$ the number of modes), and the second minimiser, with trace $n+1$, lies outside the class. Uniqueness still fails inside it: if the columns of $W$ come in particle–hole pairs $w_k,w_{\bar k}$, filling $k$ and emptying $\bar k$ at $E_k=0$ gives another symmetric minimiser.
